# For a fixed number of two or more fermions with at most pair interactions, the contracted Schrödinger equation is equivalent to the full one

Two fermions in two spin orbitals have only one state, $v=|01\rangle$, so a number-conserving Hamiltonian $H$ gives $Hv=\lambda v$, and the single pair moment $\langle v,c_0c_1a_1a_0(H-E)v\rangle=\lambda-E$, with $c_p$ and $a_p$ creating and annihilating a fermion in spin orbital $p$, vanishes exactly when the number $E$ is the eigenvalue. With more orbitals or particles the full set of pair moments still decides whether $Hv=Ev$, because $H$ contains at most two-body terms and a fixed particle number lets pair moments determine one-body moments and overlaps.

In Lean 4 with Mathlib:

```lean
import Mathlib

namespace ContractedSchrodinger

noncomputable section

variable {ι V : Type*} [Fintype ι] [DecidableEq ι]
  [NormedAddCommGroup V] [InnerProductSpace ℂ V]

/-- Fermionic creation operators `c p` and annihilation operators `a p`: they are mutually
adjoint, creators anticommute, and `a p c q + c q a p = δ_pq`. -/
structure IsCAR (c a : ι → Module.End ℂ V) : Prop where
  adj : ∀ p x y, inner ℂ (c p x) y = inner ℂ x (a p y)
  cc : ∀ p q, c p * c q + c q * c p = 0
  ac : ∀ p q, a p * c q + c q * a p = if p = q then 1 else 0

/-- The particle-number operator `N = ∑ c_p a_p`. -/
def number (c a : ι → Module.End ℂ V) : Module.End ℂ V := ∑ p, c p * a p

/-- The pair operator `c_p c_q a_s a_r`, whose expectation values form the two-particle
reduced density matrix. -/
def pairOp (c a : ι → Module.End ℂ V) (p q r s : ι) : Module.End ℂ V :=
  c p * c q * a s * a r

/-- The Hamiltonian `∑ h_pq c_p a_q + ∑ K_pqrs c_p c_q a_s a_r` with one- and two-body terms. -/
def hamiltonian (h : ι → ι → ℂ) (K : ι → ι → ι → ι → ℂ) (c a : ι → Module.End ℂ V) :
    Module.End ℂ V :=
  ∑ p, ∑ q, h p q • (c p * a q) + ∑ p, ∑ q, ∑ r, ∑ s, K p q r s • pairOp c a p q r s

/-- The contracted Schrödinger equation: `⟨v, c_p c_q a_s a_r (H - E) v⟩ = 0` for all indices. -/
def SatisfiesCSE (c a : ι → Module.End ℂ V) (H : Module.End ℂ V) (E : ℝ) (v : V) : Prop :=
  ∀ p q r s, inner ℂ v (pairOp c a p q r s (H v - (E : ℂ) • v)) = 0

omit [Fintype ι] in
/-- An annihilator moves to the other side of the inner product as the creator. -/
theorem IsCAR.adj' {c a : ι → Module.End ℂ V} (hc : IsCAR c a) (p : ι) (x y : V) :
    inner ℂ (a p x) y = inner ℂ x (c p y) := by
  rw [← inner_conj_symm (a p x) y, ← hc.adj, inner_conj_symm]

/-- A creator raises the particle number by one: `N c_p = c_p N + c_p`. -/
theorem number_mul_creation {c a : ι → Module.End ℂ V} (hc : IsCAR c a) (p : ι) :
    number c a * c p = c p * number c a + c p := by
  have key : ∀ q, c q * a q * c p = c p * (c q * a q) + (if q = p then c q else 0) := by
    intro q
    calc c q * a q * c p = c q * (a q * c p + c p * a q) - (c q * c p + c p * c q) * a q
          + c p * (c q * a q) := by noncomm_ring
      _ = _ := by
        rw [hc.ac, hc.cc]
        split_ifs <;> simp [add_comm]
  unfold number
  rw [Finset.sum_mul, Finset.mul_sum, Finset.sum_congr rfl fun q _ => key q,
    Finset.sum_add_distrib]
  simp

/-- For an `m`-particle state `v`, contracting one index pair of the two-particle transition
moments with any `x` gives `m - 1` times the one-particle moments. -/
theorem contraction {c a : ι → Module.End ℂ V} (hc : IsCAR c a) {m : ℕ} {v : V}
    (hv : number c a v = (m : ℂ) • v) (p r : ι) (x : V) :
    ∑ q, inner ℂ v (pairOp c a p q r q x) = ((m : ℂ) - 1) * inner ℂ v ((c p * a r) x) := by
  have e : ∑ q, pairOp c a p q r q = number c a * (c p * a r) - c p * a r := by
    calc ∑ q, pairOp c a p q r q = c p * number c a * a r := by
          simp only [pairOp, number, Finset.mul_sum, Finset.sum_mul, mul_assoc]
      _ = (c p * number c a + c p) * a r - c p * a r := by noncomm_ring
      _ = _ := by rw [← number_mul_creation hc, mul_assoc]
  have e' : ∑ q, pairOp c a p q r q x
      = number c a ((c p * a r) x) - (c p * a r) x := by
    rw [← LinearMap.sum_apply, e]
    rfl
  -- the number operator is self-adjoint, so it acts on `v`
  have hN : ∀ y, inner ℂ v (number c a y) = inner ℂ (number c a v) y := by
    intro y
    simp only [number, LinearMap.sum_apply, Module.End.mul_apply, inner_sum, sum_inner,
      hc.adj, hc.adj']
  rw [← inner_sum, e', inner_sub_right, hN, hv, inner_smul_left, map_natCast]
  ring

/-- If `v` has `m ≥ 2` particles and all pair moments of `x` against `v` vanish, then `x` and
`H x` are both orthogonal to `v`. -/
theorem orthogonal_of_pair_moments {c a : ι → Module.End ℂ V} (hc : IsCAR c a) {m : ℕ}
    (hm : 2 ≤ m) {v x : V} (hv : number c a v = (m : ℂ) • v)
    (hx : ∀ p q r s, inner ℂ v (pairOp c a p q r s x) = 0)
    (h : ι → ι → ℂ) (K : ι → ι → ι → ι → ℂ) :
    inner ℂ v (hamiltonian h K c a x) = 0 ∧ inner ℂ v x = 0 := by
  have hm1 : (m : ℂ) - 1 ≠ 0 := by
    rw [sub_ne_zero]
    exact_mod_cast (by omega : m ≠ 1)
  have hm0 : (m : ℂ) ≠ 0 := by exact_mod_cast (by omega : m ≠ 0)
  -- first contraction: the one-particle moments vanish
  have h1 : ∀ p r, inner ℂ v ((c p * a r) x) = 0 := by
    intro p r
    have e := contraction hc hv p r x
    simp only [hx, Finset.sum_const_zero] at e
    exact (mul_eq_zero.mp e.symm).resolve_left hm1
  constructor
  · simp only [hamiltonian, LinearMap.add_apply, LinearMap.sum_apply, LinearMap.smul_apply,
      inner_add_right, inner_sum, inner_smul_right, h1, hx, mul_zero,
      Finset.sum_const_zero, add_zero]
  · -- second contraction: the overlap vanishes
    have e : inner ℂ (number c a v) x = 0 := by
      simp only [Module.End.mul_apply] at h1
      simp only [number, LinearMap.sum_apply, Module.End.mul_apply, sum_inner,
        hc.adj, hc.adj', h1, Finset.sum_const_zero]
    rw [hv, inner_smul_left, map_natCast] at e
    exact (mul_eq_zero.mp e).resolve_left hm0

/-- **Nakatsuji's theorem.** For a self-adjoint Hamiltonian with one- and two-body terms and a
state of `m ≥ 2` particles, the contracted Schrödinger equation with real `E` is equivalent to
the Schrödinger equation `H v = E v`. -/
theorem nakatsuji {c a : ι → Module.End ℂ V} (hc : IsCAR c a)
    {h : ι → ι → ℂ} {K : ι → ι → ι → ι → ℂ} (hH : (hamiltonian h K c a).IsSymmetric)
    {m : ℕ} (hm : 2 ≤ m) {v : V} (hv : number c a v = (m : ℂ) • v) (E : ℝ) :
    SatisfiesCSE c a (hamiltonian h K c a) E v ↔ hamiltonian h K c a v = (E : ℂ) • v := by
  constructor
  · intro hcse
    obtain ⟨x, hx⟩ : ∃ x, x = hamiltonian h K c a v - (E : ℂ) • v := ⟨_, rfl⟩
    unfold SatisfiesCSE at hcse
    rw [← hx] at hcse
    obtain ⟨h1, h2⟩ := orthogonal_of_pair_moments hc hm hv hcse h K
    -- the squared norm of the residual is `⟨v, H x⟩ - E ⟨v, x⟩`, and both terms vanish
    have h0 : inner ℂ x x = 0 := by
      calc inner ℂ x x = inner ℂ (hamiltonian h K c a v - (E : ℂ) • v) x := by rw [← hx]
        _ = inner ℂ v (hamiltonian h K c a x) - (E : ℂ) * inner ℂ v x := by
          rw [inner_sub_left, inner_smul_left, Complex.conj_ofReal, hH v x]
        _ = 0 := by rw [h1, h2, mul_zero, sub_zero]
    rw [inner_self_eq_zero] at h0
    exact sub_eq_zero.mp (hx.symm.trans h0)
  · intro he p q r s
    rw [he, sub_self, map_zero, inner_zero_right]

/-- Two particles are needed: for every nonzero one-particle state and every choice of integrals
there is a real `E` for which the contracted equation holds but `H v = E v` fails. -/
theorem one_particle_counterexample {c a : ι → Module.End ℂ V} (hc : IsCAR c a)
    (h : ι → ι → ℂ) (K : ι → ι → ι → ι → ℂ) {v : V} (hv : number c a v = v) (hv0 : v ≠ 0) :
    ∃ E : ℝ, SatisfiesCSE c a (hamiltonian h K c a) E v ∧
      hamiltonian h K c a v ≠ (E : ℂ) • v := by
  -- no pair can be removed from a one-particle state
  have haa : ∀ p q, a q (a p v) = 0 := by
    intro p q
    have e := contraction hc (m := 1) (by simpa using hv) p p v
    have t : ∀ q, inner ℂ v (pairOp c a p q p q v) = ((‖a q (a p v)‖ ^ 2 : ℝ) : ℂ) := by
      intro q
      simp only [pairOp, Module.End.mul_apply]
      rw [← hc.adj', ← hc.adj', inner_self_eq_norm_sq_to_K]
      simp
    simp only [t, Nat.cast_one, sub_self, zero_mul] at e
    have e' : ∑ q, ‖a q (a p v)‖ ^ 2 = 0 := by exact_mod_cast e
    have z := (Finset.sum_eq_zero_iff_of_nonneg fun q _ => sq_nonneg ‖a q (a p v)‖).mp e' q
      (Finset.mem_univ q)
    exact norm_eq_zero.mp (pow_eq_zero_iff two_ne_zero |>.mp z)
  have hall : ∀ E : ℝ, SatisfiesCSE c a (hamiltonian h K c a) E v := by
    intro E p q r s
    simp only [pairOp, Module.End.mul_apply]
    rw [← hc.adj', ← hc.adj', haa, inner_zero_left]
  by_cases h0 : hamiltonian h K c a v = 0
  · exact ⟨1, hall 1, by simpa [h0] using hv0.symm⟩
  · exact ⟨0, hall 0, by simpa using h0⟩

/-- Annihilators of two modes on the Fock space with basis `|⟩, |0⟩, |1⟩, |01⟩`. -/
def annih (p : Fin 2) : Module.End ℂ (EuclideanSpace ℂ (Fin 4)) where
  toFun x := WithLp.toLp 2 (![![x 1, 0, x 3, 0], ![x 2, -x 3, 0, 0]] p)
  map_add' x y := by ext i; fin_cases p <;> fin_cases i <;> simp [add_comm]
  map_smul' z x := by ext i; fin_cases p <;> fin_cases i <;> simp

/-- Creators of two modes on the same four-dimensional Fock space. -/
def create (p : Fin 2) : Module.End ℂ (EuclideanSpace ℂ (Fin 4)) where
  toFun x := WithLp.toLp 2 (![![0, x 0, 0, x 2], ![0, 0, x 0, -x 1]] p)
  map_add' x y := by ext i; fin_cases p <;> fin_cases i <;> simp [add_comm]
  map_smul' z x := by ext i; fin_cases p <;> fin_cases i <;> simp

/-- The two-mode operators satisfy the fermionic relations, and the last basis vector is a
two-particle state. -/
theorem isCAR_witness : IsCAR create annih ∧
    number create annih (!₂[0, 0, 0, 1] : EuclideanSpace ℂ (Fin 4))
      = ((2 : ℕ) : ℂ) • (!₂[0, 0, 0, 1] : EuclideanSpace ℂ (Fin 4)) := by
  refine ⟨⟨?_, ?_, ?_⟩, ?_⟩
  · intro p x y
    fin_cases p <;> simp [create, annih, PiLp.inner_apply, Fin.sum_univ_four]
  · intro p q
    refine LinearMap.ext fun x => ?_
    ext i
    fin_cases p <;> fin_cases q <;> fin_cases i <;> simp [create, Module.End.mul_apply]
  · intro p q
    refine LinearMap.ext fun x => ?_
    ext i
    fin_cases p <;> fin_cases q <;> fin_cases i <;>
      simp [create, annih, Module.End.mul_apply]
  · ext i
    fin_cases i <;> simp [number, create, annih, Fin.sum_univ_two, Module.End.mul_apply]
    norm_num

end

end ContractedSchrodinger
```

```lean
#print axioms ContractedSchrodinger.nakatsuji
#print axioms ContractedSchrodinger.one_particle_counterexample
```

```
'ContractedSchrodinger.nakatsuji' depends on axioms: [propext, Classical.choice, Quot.sound]
'ContractedSchrodinger.one_particle_counterexample' depends on axioms: [propext, Classical.choice, Quot.sound]
```

## An equation tested only against pairs

The theorem `nakatsuji` takes a state $v$ with $Nv=mv$, where $N=\sum_p c_pa_p$ and $m\ge 2$, a real number $E$, and a self-adjoint Hamiltonian

$$H=\sum_{pq}h_{pq}\,c_pa_q+\sum_{pqrs}K_{pqrs}\,c_pc_qa_sa_r .$$

It states that

$$\langle v,c_pc_qa_sa_r(H-E)v\rangle=0\ \text{ for all } p,q,r,s
\quad\Longleftrightarrow\quad Hv=Ev .$$

The left side is `SatisfiesCSE`, the contracted Schrödinger equation. Setting $h=0$ leaves a purely two-body Hamiltonian.

The spin orbitals, or modes, are labelled by the finite type `ι`, and the operators are linear maps on a complex inner product space `V`. The structure `IsCAR` says that $c_p$ and $a_p$ are adjoint, that creators anticommute, and that $a_pc_q+c_qa_p=\delta_{pq}$. Neither a vacuum nor a particular Fock basis is required. The inner product is conjugate-linear in its first argument, and $v$ need not be normalised.

In `pairOp c a p q r s` the annihilators stand in the order $a_sa_r$. There is no prefactor $\tfrac12$ in `hamiltonian`, so the usual one is absorbed into $K$. A constant such as the nuclear repulsion is absorbed into $E$.

Self-adjointness enters as the hypothesis `IsSymmetric`. Physically it stands for real energies, and it is normally supplied by integrals with $h_{pq}=\overline{h_{qp}}$ and $K_{pqrs}=\overline{K_{rspq}}$.

For electronic structure in a finite orbital basis, the result means that an $m$-electron wavefunction can be tested for being an eigenstate through the four-index array of pair moments alone. Because $H$ itself contains pair operators, these moments, written out in density matrices of the state, involve those of up to four particles. The wavefunction is given from the start. Density matrices that solve a contracted equation without being known to come from a state are a different matter, the $N$-representability problem.

## From pair moments to the residual norm

**Moving $N$ past a creator.** The anticommutation relations give

$$c_qa_qc_p=c_q(\delta_{qp}-c_pa_q)=\delta_{qp}c_q+c_pc_qa_q .$$

Summing over $q$ yields $Nc_p=c_pN+c_p$. This is `number_mul_creation`; its local statement `key` is the identity for one $q$.

**First contraction.** Let $x$ be any vector. Setting $s=q$ and summing,

$$\sum_q c_pc_qa_qa_r=c_pNa_r=Nc_pa_r-c_pa_r .$$

Since $N$ is self-adjoint, it can act to the left on $v$:

$$\sum_q\langle v,c_pc_qa_qa_rx\rangle=(m-1)\langle v,c_pa_rx\rangle .$$

In `contraction`, the step `e` is the operator identity and `hN` moves $N$ to the other side of the inner product.

**Second contraction.** Setting $r=p$ in the one-body moments and summing,

$$\sum_p\langle v,c_pa_px\rangle=\langle Nv,x\rangle=m\langle v,x\rangle .$$

Suppose now that every pair moment of $x$ against $v$ vanishes. Because $m-1\ne0$, every one-body moment vanishes, and because $m\ne0$, so does $\langle v,x\rangle$. Expanding $H$ in $\langle v,Hx\rangle$ leaves only one-body and pair moments, so this is zero too. These two conclusions form `orthogonal_of_pair_moments`.

**The residual.** Take $x=(H-E)v$. Since $H$ is self-adjoint and $E$ is real,

$$\|x\|^2=\langle(H-E)v,x\rangle=\langle v,Hx\rangle-E\langle v,x\rangle=0 .$$

Hence $x=0$, which is $Hv=Ev$. The `calc` block in `nakatsuji` is this line. Conversely, if $Hv=Ev$, the residual is zero and so is every moment.

## One particle leaves the energy undetermined

Take one spin orbital with $H=\varepsilon\,c_0a_0$ and let $v$ be the occupied state. Every pair operator contains $c_0c_0=0$, so the contracted equation holds for every $E$, while $Hv=Ev$ holds only for $E=\varepsilon$.

The theorem `one_particle_counterexample` shows the same failure for every nonzero one-particle state and every choice of integrals. With $m=1$ and $x=v$, the first contraction at $r=p$ becomes

$$\sum_q\|a_qa_pv\|^2=0 ,$$

so no pair can be removed from $v$ and all pair moments vanish, whatever $E$ is. The proof then picks an energy that is wrong: $E=1$ if $Hv=0$, and $E=0$ otherwise.

The bound $m\ge2$ is met in the opening example. The matrices `annih` and `create` realise two modes on a four-dimensional space, and `isCAR_witness` verifies their relations and that the last basis vector, $|01\rangle$, has two particles.

## The contraction as a check on stored density matrices

For a normalised $v$, put $x=v$ and write $\Gamma_{pqrs}=\langle v,c_pc_qa_sa_rv\rangle$ and $\gamma_{pr}=\langle v,c_pa_rv\rangle$. The first contraction becomes

$$\sum_q\Gamma_{pqrq}=(m-1)\gamma_{pr}.$$

In a configuration-interaction code this is a partial trace over the second and fourth indices of the array, and a mismatch can expose a wrong index order or a wrong factor relative to $\gamma$. Agreement does not prove that every entry is right: a wrong factor common to $\Gamma$ and $\gamma$, for example, goes unnoticed. A code that stores $\Gamma$ with another index order or a factor $\tfrac12$ needs the trace adjusted to match.

With $x=(H-E)v$ in place of the right-hand $v$, the same array becomes a transition density matrix between the state and its residual. Its entries are the left-hand sides of the contracted equation.
